# The mean of Z/(2πr²) in a normalised 1s orbital with exponent ζ is Zζ²/π

The declaration `forceContact_orbital` concerns a single normalised 1s orbital ψ = √(ζ³/π) exp(−ζr) in three-dimensional space, with r the distance from the origin. It states that the integral of Z/(2πr²) ψ² over all space, which the file calls the force-regularised contact density, equals Zζ²/π. Here ζ is any positive real number and Z any real number, with no relation assumed between them. The attempt turns the integral into a radial one, where the volume factor r² cancels the 1/r² of the operator, and evaluates the remaining exponential integral. What is left is an algebraic identity, which it tries to settle with `field_simp` and `norm_num`.

Lean 4 with Mathlib refuses this proof:

```lean
import Mathlib

open MeasureTheory Set Filter
open scoped Real Topology

namespace ForceContactOrbital

noncomputable section

local notation "ℝ³" => EuclideanSpace ℝ (Fin 3)

/-- Radial profile `√(ζ³/π) exp(-ζr)` of the 1s orbital with exponent `ζ`. -/
def radial (ζ r : ℝ) : ℝ := Real.sqrt (ζ ^ 3 / π) * Real.exp (-(ζ * r))

/-- The 1s trial orbital with exponent `ζ` as a function on three-dimensional space. -/
def orbital (ζ : ℝ) (x : ℝ³) : ℝ := radial ζ ‖x‖

/-- Force-regularised contact density: the integral of `Z/(2πr²) ψ²` over space.
The integrand is meant for `r ≠ 0`; the origin has measure zero. -/
def forceContact (Z : ℝ) (ψ : ℝ³ → ℝ) : ℝ :=
  ∫ x : ℝ³, Z / (2 * π * ‖x‖ ^ 2) * ψ x ^ 2

/-- The integral of a radial function over space is `4π` times the integral of `r² f(r)`
over `r > 0`. -/
theorem integral_radial (f : ℝ → ℝ) :
    ∫ x : ℝ³, f ‖x‖ = 4 * π * ∫ r in Ioi (0 : ℝ), r ^ 2 * f r := by
  -- volume of the unit ball
  have hv : (volume : Measure ℝ³).real (Metric.ball 0 1) = π * 4 / 3 := by
    rw [Measure.real, EuclideanSpace.volume_ball_fin_three, ENNReal.ofReal_one, one_pow,
      one_mul, ENNReal.toReal_ofReal (by positivity)]
  have h := integral_fun_norm_addHaar (volume : Measure ℝ³) f
  rw [h, hv, finrank_euclideanSpace_fin]
  simp only [nsmul_eq_mul, smul_eq_mul, Nat.reduceSub]
  push_cast
  ring

/-- For `b > 0` the integral of `rⁿ exp(-br)` over `r > 0` is `n!/bⁿ⁺¹`. -/
theorem integral_pow_exp (n : ℕ) {b : ℝ} (hb : 0 < b) :
    ∫ r in Ioi (0 : ℝ), r ^ n * Real.exp (-(b * r)) = (n.factorial : ℝ) / b ^ (n + 1) := by
  have h := Real.integral_rpow_mul_exp_neg_mul_Ioi (a := (n : ℝ) + 1) (r := b)
    (by positivity) hb
  simp only [add_sub_cancel_right, Real.rpow_natCast] at h
  rw [Real.Gamma_nat_eq_factorial,
    show (n : ℝ) + 1 = ((n + 1 : ℕ) : ℝ) by norm_num, Real.rpow_natCast] at h
  rw [h, one_div, inv_pow, div_eq_mul_inv, mul_comm]

/-- For `ζ > 0` the squared radial profile is `(ζ³/π) exp(-2ζr)`. -/
theorem radial_sq {ζ : ℝ} (hζ : 0 < ζ) (r : ℝ) :
    radial ζ r ^ 2 = ζ ^ 3 / π * Real.exp (-(2 * ζ * r)) := by
  rw [radial, mul_pow, Real.sq_sqrt (by positivity), ← Real.exp_nat_mul]
  congr 2
  push_cast
  ring

/-- For `ζ > 0` the force-regularised contact density of the trial orbital is `Zζ²/π`. -/
theorem forceContact_orbital (Z : ℝ) {ζ : ℝ} (hζ : 0 < ζ) :
    forceContact Z (orbital ζ) = Z * ζ ^ 2 / π := by
  have h := integral_radial (fun r => Z / (2 * π * r ^ 2) * radial ζ r ^ 2)
  have hp := Real.pi_ne_zero
  -- the volume factor `r²` cancels the singularity of the force operator
  have hc : ∫ r in Ioi (0 : ℝ), r ^ 2 * (Z / (2 * π * r ^ 2) * radial ζ r ^ 2)
      = ∫ r in Ioi (0 : ℝ),
          Z * ζ ^ 3 / (2 * π ^ 2) * (r ^ 0 * Real.exp (-(2 * ζ * r))) := by
    refine setIntegral_congr_fun measurableSet_Ioi fun r hr => ?_
    have hr0 : r ≠ 0 := ne_of_gt hr
    simp only [radial_sq hζ, pow_zero, one_mul]
    field_simp
  rw [hc, integral_const_mul, integral_pow_exp 0 (by positivity : 0 < 2 * ζ)] at h
  refine h.trans ?_
  have hz := hζ.ne'
  simp only [Nat.factorial_zero, Nat.cast_one, zero_add, pow_one]
  field_simp
  norm_num

end

end ForceContactOrbital
```

Messages:

```
Main.lean:57:50: error: unsolved goals
Z ζ : ℝ
hζ : 0 < ζ
h :
  ∫ (x : ℝ³), Z / (2 * π * ‖x‖ ^ 2) * radial ζ ‖x‖ ^ 2 =
    4 * π * (Z * ζ ^ 3 / (2 * π ^ 2) * (↑(Nat.factorial 0) / (2 * ζ) ^ (0 + 1)))
hp : π ≠ 0
hc :
  ∫ (r : ℝ) in Ioi 0, r ^ 2 * (Z / (2 * π * r ^ 2) * radial ζ r ^ 2) =
    ∫ (r : ℝ) in Ioi 0, Z * ζ ^ 3 / (2 * π ^ 2) * (r ^ 0 * rexp (-(2 * ζ * r)))
hz : ζ ≠ 0
⊢ 4 * Z = Z * 4
```

The message reports one goal still open at the end of the proof: `4 * Z = Z * 4`. The integrals have already been evaluated, as the hypothesis `h` shows, and the remaining equation is true. Its two sides differ only in the order of the factors.

This is the goal as `norm_num` left it. The tactic evaluates numerical expressions and simplifies with Lean's simp lemmas, and it did make some progress on the output of `field_simp`: had it changed nothing, it would have failed with an error of its own. But it can't finish, because commutativity of multiplication, `mul_comm`, is not among the lemmas it uses by default, and with `Z` a variable neither side reduces to a number. So the proof ends with the goal unsolved.

The diff replaces `norm_num` with `ring`, which proves identities that hold in every commutative ring. It brings both sides to a common normal form, in which the order of factors no longer matters, and it does the arithmetic with numerals as well. It can therefore close the goal left by `field_simp` without `norm_num` before it.

Lean accepts the file once it reads:

```diff
@@ -71,5 +71,5 @@
   simp only [Nat.factorial_zero, Nat.cast_one, zero_add, pow_one]
   field_simp
-  norm_num
+  ring
 
 end
```
